# For nonnegative rates, the geometric-mean rate matrix is always positive semidefinite, the arithmetic-mean one only when all rates are equal

Q: A small system is weakly coupled to a bath and relaxes through two channels, with rates 1 and 4 in some unit. Redfield theory without the secular approximation also couples the channels; with bath-induced level shifts left aside, its cross rate is the arithmetic mean 2.5. The universal Lindblad equation uses the geometric mean 2. Can so small a change decide whether the rate matrix is acceptable?

A: It can. The determinant is 1·4 − 2.5² = −2.25 in the first case and 1·4 − 2² = 0 in the second. A negative determinant means a negative eigenvalue, hence a decay channel with a negative rate.

Q: Show me the general case by hand.

A: Let gᵢ ≥ 0 be the rate of channel i, and write

Uᵢⱼ = √(gᵢgⱼ),  Rᵢⱼ = (gᵢ + gⱼ)/2

for the universal-Lindblad and Redfield matrices. Since Uᵢⱼ = √gᵢ √gⱼ, every complex vector x gives

x†Ux = |Σⱼ √gⱼ xⱼ|² ≥ 0.

For R, take two channels i and j. Their principal minor is

gᵢgⱼ − ((gᵢ + gⱼ)/2)² = −(gᵢ − gⱼ)²/4.

A positive semidefinite matrix has no negative principal minor, so gᵢ = gⱼ for every pair. Conversely, if all rates equal some g ≥ 0, every entry of both matrices is g. Then R = U, which is positive semidefinite.

Q: And what does this do to the equation of motion?

A: Let Aᵢ be the coupling operators and ρ the density matrix. A rate matrix K gives the dissipator

D_K(ρ) = Σᵢⱼ Kᵢⱼ (AᵢρAⱼ† − ½(Aⱼ†Aᵢρ + ρAⱼ†Aᵢ)).

Suppose Kᵢⱼ = vᵢvⱼ with real vᵢ, and set L = Σᵢ vᵢAᵢ. Then

LρL† = Σᵢⱼ vᵢvⱼ AᵢρAⱼ†,  L†L = Σᵢⱼ vᵢvⱼ Aⱼ†Aᵢ,

so D_K is the dissipator of the single jump operator L. With vᵢ = √gᵢ this covers U. For R, choose a reference rate c ≠ 0 and use

(c + gᵢ)(c + gⱼ) − (c − gᵢ)(c − gⱼ) = 2c(gᵢ + gⱼ).

Dividing by 4c gives Rᵢⱼ. The Redfield dissipator is therefore 1/(4c) times the difference of two one-jump dissipators, with jump operators Σᵢ(c + gᵢ)Aᵢ and Σᵢ(c − gᵢ)Aᵢ. For c > 0 the second enters with a negative weight.

Q: Now the formal version. What are the channels and the Hilbert space there?

A: Two finite types: `n` labels the channels and `d` labels the basis states of the system.

In Lean 4 with Mathlib:

```lean
import Mathlib

open Matrix
open scoped ComplexOrder

namespace LindbladRedfieldRates

noncomputable section

variable {n d : Type*} [Fintype n] [Fintype d]
```

The rates are a function `g : n → ℝ`. The two matrices have real entries, but are stored as complex matrices because the dissipator acts on complex ones.

```lean
/-- The universal-Lindblad rate matrix, with the geometric mean of two channel rates as entry. -/
def universalRates (g : n → ℝ) : Matrix n n ℂ :=
  Matrix.of fun i j => ((√(g i * g j) : ℝ) : ℂ)

/-- The Redfield rate matrix, with the arithmetic mean of two channel rates as entry. -/
def redfieldRates (g : n → ℝ) : Matrix n n ℂ :=
  Matrix.of fun i j => (((g i + g j) / 2 : ℝ) : ℂ)
```

Q: I see means of numbers. Where is the bath?

A: Only in `g`. Physically, a single coupling operator is split into parts Aᵢ, one for each transition frequency of the system. The rate gᵢ is the bath's noise spectrum at the frequency of channel i, and the hypothesis `hg : ∀ i, 0 ≤ g i` expresses that such a spectrum is nonnegative. The weak-coupling derivation of either equation is not included, nor are the Hamiltonian and the bath-induced level shifts.

Q: Are the dissipators at least the usual ones?

A: Yes. The first takes one jump operator, the second a full rate matrix. The superscript `ᴴ` is the Hermitian adjoint.

```lean
/-- The dissipator of a single jump operator `L` acting on `ρ`. -/
def jumpDissipator (L ρ : Matrix d d ℂ) : Matrix d d ℂ :=
  L * ρ * Lᴴ - (1 / 2 : ℂ) • (Lᴴ * L * ρ + ρ * (Lᴴ * L))

/-- The dissipator with rate matrix `K` and coupling operators `A i` acting on `ρ`. -/
def dissipator (K : Matrix n n ℂ) (A : n → Matrix d d ℂ) (ρ : Matrix d d ℂ) :
    Matrix d d ℂ :=
  ∑ i, ∑ j, K i j • (A i * ρ * (A j)ᴴ
    - (1 / 2 : ℂ) • ((A j)ᴴ * A i * ρ + ρ * ((A j)ᴴ * A i)))
```

In `dissipator`, the second index of K belongs to the adjoint operator, as in my formula. The matrix `ρ` is arbitrary: neither positivity nor unit trace is needed for these identities.

Q: How is the positivity of U proved?

A: By the square I wrote above, in matrix form. `B` is a single row with entries √gⱼ, and U = B†B. The nonnegative rates are used to split the square root of the product.

```lean
/-- The universal-Lindblad rate matrix of nonnegative rates is positive semidefinite. -/
theorem universalRates_posSemidef (g : n → ℝ) (hg : ∀ i, 0 ≤ g i) :
    (universalRates g).PosSemidef := by
  -- The matrix is `Bᴴ * B`, where `B` is the single row of amplitudes `√(g j)`.
  let B : Matrix Unit n ℂ := Matrix.of fun _ j => ((√(g j) : ℝ) : ℂ)
  have h : universalRates g = Bᴴ * B := by
    ext i j
    simp [universalRates, B, Matrix.mul_apply, Real.sqrt_mul (hg i)]
  rw [h]
  exact Matrix.posSemidef_conjTranspose_mul_self B
```

`PosSemidef` means Hermitian with a nonnegative quadratic form, which is the condition wanted of a rate matrix.

Q: And the minor?

A: `submatrix ![i, j] ![i, j]` picks out the 2×2 block, `det_fin_two` expands its determinant, and `ring` does the algebra. No sign condition on the rates is needed. For i = j the block repeats one channel and both sides are zero.

```lean
omit [Fintype n] in
/-- The minor of the Redfield rate matrix on channels `i` and `j` is minus a quarter of the
squared difference of their rates. -/
theorem redfieldRates_minor (g : n → ℝ) (i j : n) :
    ((redfieldRates g).submatrix ![i, j] ![i, j]).det
      = ((-(g i - g j) ^ 2 / 4 : ℝ) : ℂ) := by
  rw [Matrix.det_fin_two]
  show (((g i + g i) / 2 : ℝ) : ℂ) * (((g j + g j) / 2 : ℝ) : ℂ)
    - (((g i + g j) / 2 : ℝ) : ℂ) * (((g j + g i) / 2 : ℝ) : ℂ) = _
  push_cast
  ring
```

The next lemma compares R with U. In one direction, equality of the means is squared to give (gᵢ − gⱼ)² = 0; `linear_combination` carries out that step. In the other, equal rates make the two means equal entry by entry.

```lean
omit [Fintype n] in
/-- For nonnegative rates, the Redfield and universal-Lindblad rate matrices coincide exactly
when all rates are equal. -/
theorem redfieldRates_eq_universalRates_iff (g : n → ℝ) (hg : ∀ i, 0 ≤ g i) :
    redfieldRates g = universalRates g ↔ ∀ i j, g i = g j := by
  constructor
  · intro h i j
    have h1 : (g i + g j) / 2 = √(g i * g j) :=
      Complex.ofReal_injective (congrFun (congrFun h i) j)
    have h2 := Real.sq_sqrt (mul_nonneg (hg i) (hg j))
    rw [← h1] at h2
    have h3 : (g i - g j) ^ 2 = 0 := by linear_combination 4 * h2
    exact sub_eq_zero.mp (pow_eq_zero_iff (two_ne_zero) |>.mp h3)
  · intro h
    ext i j
    have h1 : (g i + g j) / 2 = √(g i * g j) := by
      rw [h i j, Real.sqrt_mul_self (hg j)]
      ring
    exact congrArg Complex.ofReal h1
```

Q: So the main theorem joins these?

A: It does. Its first half is the positivity of U. For the second, a positive semidefinite R has a positive semidefinite 2×2 block, whose determinant is nonnegative. The minor formula then forces equal rates. If the rates are equal, R is replaced by U.

```lean
/-- For nonnegative rates, the universal-Lindblad rate matrix is positive semidefinite, whereas
the Redfield rate matrix is positive semidefinite if and only if all rates are equal. -/
theorem universal_posSemidef_and_redfield_posSemidef_iff (g : n → ℝ) (hg : ∀ i, 0 ≤ g i) :
    (universalRates g).PosSemidef ∧
      ((redfieldRates g).PosSemidef ↔ ∀ i j, g i = g j) := by
  refine ⟨universalRates_posSemidef g hg, ?_, ?_⟩
  · intro h i j
    -- A positive semidefinite matrix has nonnegative principal minors.
    have h1 := (h.submatrix ![i, j]).det_nonneg
    rw [redfieldRates_minor] at h1
    have h2 : 0 ≤ -(g i - g j) ^ 2 / 4 := by exact_mod_cast h1
    have h3 : (g i - g j) ^ 2 = 0 := le_antisymm (by linarith) (sq_nonneg _)
    exact sub_eq_zero.mp (pow_eq_zero_iff (two_ne_zero) |>.mp h3)
  · intro h
    rw [(redfieldRates_eq_universalRates_iff g hg).mpr h]
    exact universalRates_posSemidef g hg
```

With a single channel the condition on the rates is automatic, and both matrices are the number g₁ ≥ 0.

Q: Here is my main doubt. I care about complete positivity of the evolution, and you have a statement about a matrix.

A: The two are linked by the standard theory of Lindblad generators, which the file does not formalise. A positive semidefinite K gives a generator of Lindblad form, hence completely positive evolution. The reverse inference needs the Aᵢ to be linearly independent together with the identity. For a purely algebraic example, take two channels with A₁ = A₂ = A. Then only the sum of all entries of K matters. That sum is nonnegative for R, so the dissipator is harmless even when R has a negative eigenvalue. Two equal nonzero operators with unequal rates do not occur in the physical setting above, where the nonzero parts of the coupling operator at different frequencies are linearly independent. If the coupling operator is traceless, these parts are also linearly independent together with the identity.

Q: Then what is checked about the dissipators themselves?

A: The identities from my derivation. The first is the rank-one case. `h1` expands LρL† as a double sum, `h2` does the same for L†L, and `module` matches the terms for each pair of channels.

```lean
/-- A rate matrix with entries `v i * v j`, for real amplitudes `v`, gives the dissipator of the
single jump operator `∑ i, v i • A i`. -/
theorem dissipator_rankOne (v : n → ℝ) (A : n → Matrix d d ℂ) (ρ : Matrix d d ℂ) :
    dissipator (Matrix.of fun i j => (v i : ℂ) * (v j : ℂ)) A ρ
      = jumpDissipator (∑ i, (v i : ℂ) • A i) ρ := by
  have h0 : (∑ i, (v i : ℂ) • A i)ᴴ = ∑ i, (v i : ℂ) • (A i)ᴴ := by
    simp [Matrix.conjTranspose_sum, Matrix.conjTranspose_smul]
  -- Expand the gain term and the decay operator as double sums over channels.
  have h1 : (∑ i, (v i : ℂ) • A i) * ρ * (∑ j, (v j : ℂ) • (A j)ᴴ)
      = ∑ i, ∑ j, ((v i : ℂ) * (v j : ℂ)) • (A i * ρ * (A j)ᴴ) := by
    rw [Finset.sum_mul, Finset.sum_mul_sum]
    refine Finset.sum_congr rfl fun i _ => Finset.sum_congr rfl fun j _ => ?_
    rw [smul_mul_assoc, smul_mul_assoc, mul_smul_comm, smul_smul]
  have h2 : (∑ j, (v j : ℂ) • (A j)ᴴ) * (∑ i, (v i : ℂ) • A i)
      = ∑ i, ∑ j, ((v i : ℂ) * (v j : ℂ)) • ((A j)ᴴ * A i) := by
    rw [Finset.sum_mul_sum, Finset.sum_comm]
    refine Finset.sum_congr rfl fun i _ => Finset.sum_congr rfl fun j _ => ?_
    rw [smul_mul_assoc, mul_smul_comm, smul_smul, mul_comm (v j : ℂ) (v i : ℂ)]
  unfold jumpDissipator dissipator
  rw [h0, h1, h2]
  simp only [Finset.sum_mul, Finset.mul_sum, Finset.smul_sum, ← Finset.sum_add_distrib,
    ← Finset.sum_sub_distrib, Matrix.of_apply]
  refine Finset.sum_congr rfl fun i _ => Finset.sum_congr rfl fun j _ => ?_
  rw [smul_mul_assoc, mul_smul_comm]
  module
```

Setting the amplitudes to √gᵢ gives the universal-Lindblad case.

```lean
/-- For nonnegative rates, the universal-Lindblad dissipator is that of the single jump operator
`∑ i, √(g i) • A i`. -/
theorem universal_dissipator (g : n → ℝ) (hg : ∀ i, 0 ≤ g i)
    (A : n → Matrix d d ℂ) (ρ : Matrix d d ℂ) :
    dissipator (universalRates g) A ρ
      = jumpDissipator (∑ i, ((√(g i) : ℝ) : ℂ) • A i) ρ := by
  rw [← dissipator_rankOne (fun i => √(g i)) A ρ]
  congr 1
  ext i j
  simp [universalRates, Real.sqrt_mul (hg i)]
```

For Redfield, the rank-one result is applied backwards to both jump operators. The sums are then compared pair by pair, and `field_simp` and `ring` verify the scalar identity with c.

```lean
/-- For any nonzero reference rate `c`, the Redfield dissipator is `1 / (4 c)` times the
difference of two dissipators with one jump operator each. -/
theorem redfield_dissipator (g : n → ℝ) (c : ℝ) (hc : c ≠ 0)
    (A : n → Matrix d d ℂ) (ρ : Matrix d d ℂ) :
    dissipator (redfieldRates g) A ρ
      = (1 / (4 * (c : ℂ))) • (jumpDissipator (∑ i, ((c + g i : ℝ) : ℂ) • A i) ρ
        - jumpDissipator (∑ i, ((c - g i : ℝ) : ℂ) • A i) ρ) := by
  have hc' : (c : ℂ) ≠ 0 := Complex.ofReal_ne_zero.mpr hc
  rw [← dissipator_rankOne (fun i => c + g i) A ρ,
    ← dissipator_rankOne (fun i => c - g i) A ρ]
  unfold dissipator
  simp only [← Finset.sum_sub_distrib, Finset.smul_sum]
  refine Finset.sum_congr rfl fun i _ => Finset.sum_congr rfl fun j _ => ?_
  -- Compare the scalar coefficients of each pair of channels.
  rw [← sub_smul, smul_smul]
  congr 1
  simp only [redfieldRates, Matrix.of_apply]
  push_cast
  field_simp
  ring

end

end LindbladRedfieldRates
```

```lean
#print axioms LindbladRedfieldRates.universal_posSemidef_and_redfield_posSemidef_iff
#print axioms LindbladRedfieldRates.universal_dissipator
#print axioms LindbladRedfieldRates.redfield_dissipator
```

```
'LindbladRedfieldRates.universal_posSemidef_and_redfield_posSemidef_iff' depends on axioms: [propext, Classical.choice, Quot.sound]
'LindbladRedfieldRates.universal_dissipator' depends on axioms: [propext, Classical.choice, Quot.sound]
'LindbladRedfieldRates.redfield_dissipator' depends on axioms: [propext, Classical.choice, Quot.sound]
```

Q: Does c have a physical meaning?

A: No, any nonzero value gives the same dissipator. If all rates equal some g > 0, the choice c = g makes the second jump operator vanish, and what remains is an ordinary one-jump dissipator.

Q: You left out the level shifts. Would a model that kept them rescue Redfield?

A: It would make the condition stricter. Give each channel a real shift Sᵢ, and let the rate matrix be

Kᵢⱼ = (gᵢ + gⱼ)/2 + i(Sᵢ − Sⱼ),

where the i in front of the bracket is the imaginary unit. This matrix is still Hermitian, and the minor by hand becomes

−(gᵢ − gⱼ)²/4 − (Sᵢ − Sⱼ)².

Positivity would then require equal shifts as well as equal rates. The real matrix in the file isolates the part that comes from the rates alone.

Q: Where would I notice any of this in a simulation?

A: In quantum-trajectory codes for finite-dimensional systems with constant rates. Standard jump sampling needs nonnegative channel rates. The universal-Lindblad dissipator supplies one jump operator for it, whereas a Redfield rate matrix with unequal rates has a negative eigenvalue, so diagonalising it produces a channel that cannot be sampled in that way.
